# Fierz completeness and rearrangement for N² invertible, trace-orthogonal matrices

A four-fermion contact interaction contains a product of two spinor bilinears, $(a^TXb)(c^TYd)$. An exchange diagram pairs the same spinors differently, $a$ with $d$ and $c$ with $b$. To compare the two, one rewrites the first pairing as a sum over the second. For $N$-component spinors with commuting components, this can be done with any $N^2$ invertible matrices $G_A$ that satisfy $\mathrm{tr}(G_A^{-1}G_B)=0$ for $A\neq B$.

In Lean, the finite type `ι` labels the matrices and the finite type `n` labels the spinor components, so $N$ is `Fintype.card n`.

```lean
import Mathlib

open Matrix

namespace FierzRearrangement

variable {ι n : Type*} [Fintype ι] [DecidableEq ι] [Fintype n] [DecidableEq n]
```

## Trace orthogonality

Each $G_A$ is a unit of the matrix ring, `(Matrix n n ℂ)ˣ`, so `(G A)⁻¹` is a true inverse. Only the off-diagonal traces are assumed to vanish. The diagonal value follows from $\mathrm{tr}(G_A^{-1}G_A)=\mathrm{tr}\,1=N$.

```lean
/-- A family of invertible matrices `G_A` is trace-orthogonal if `tr(G_A⁻¹ G_B) = 0`
for `A ≠ B`. -/
def TraceOrthogonal {ι n : Type*} [Fintype n] [DecidableEq n]
    (G : ι → (Matrix n n ℂ)ˣ) : Prop :=
  ∀ A B, A ≠ B → trace ((↑(G A)⁻¹ : Matrix n n ℂ) * (G B : Matrix n n ℂ)) = 0
```

## From orthogonality to completeness

Take two families $F_A$, $K_A$ of $N^2$ matrices with $\mathrm{tr}(K_AF_B)=c\,\delta_{AB}$ and $c\neq0$. Treat a pair of matrix indices $p=(p_1,p_2)$ as one index, and set

$$P_{Ap}=c^{-1}(K_A)_{p_2p_1},\qquad Q_{pA}=(F_A)_{p_1p_2}.$$

Then $(PQ)_{AB}=c^{-1}\mathrm{tr}(K_AF_B)=\delta_{AB}$. There are as many labels $A$ as pairs $p$, so $P$ and $Q$ are square and $PQ=1$ implies $QP=1$. The entry of $QP$ at $(i,j)$, $(l,k)$ reads

$$c^{-1}\sum_A(F_A)_{ij}(K_A)_{kl}=\delta_{il}\delta_{jk}.$$

In the proof, the bijection `e` relabels pairs by `ι`, `hPQ` and `hQP` compute the two products, and `mul_eq_one_comm` reverses their order.

```lean
/-- For two families of `N²` complex `N × N` matrices and `c ≠ 0`, the trace relation
`tr(K_A F_B) = c δ_AB` implies `∑_A (F_A)_ij (K_A)_kl = c δ_il δ_jk`. -/
theorem complete_of_biorthogonal (F K : ι → Matrix n n ℂ) {c : ℂ} (hc : c ≠ 0)
    (hcard : Fintype.card ι = Fintype.card n ^ 2)
    (h : ∀ A B, trace (K A * F B) = if A = B then c else 0) (i j k l : n) :
    ∑ A, F A i j * K A k l = if i = l ∧ j = k then c else 0 := by
  -- flatten the pair of matrix indices into one index of the same type as `A`
  let e : ι ≃ n × n := Fintype.equivOfCardEq (by rw [Fintype.card_prod, hcard, sq])
  let P : Matrix ι ι ℂ := Matrix.of fun A B => c⁻¹ * K A (e B).2 (e B).1
  let Q : Matrix ι ι ℂ := Matrix.of fun B A => F A (e B).1 (e B).2
  have hPQ : ∀ A B, (P * Q) A B = c⁻¹ * trace (K A * F B) := by
    intro A B
    have h1 : (P * Q) A B = ∑ p : n × n, c⁻¹ * K A p.2 p.1 * F B p.1 p.2 := by
      rw [Matrix.mul_apply]
      exact e.sum_comp (fun p : n × n => c⁻¹ * K A p.2 p.1 * F B p.1 p.2)
    rw [h1, Fintype.sum_prod_type, Finset.sum_comm]
    simp only [Matrix.trace, Matrix.diag_apply, Matrix.mul_apply, Finset.mul_sum, mul_assoc]
  have hQP : ∀ B C, (Q * P) B C =
      c⁻¹ * ∑ A, F A (e B).1 (e B).2 * K A (e C).2 (e C).1 := by
    intro B C
    rw [Matrix.mul_apply, Finset.mul_sum]
    refine Finset.sum_congr rfl fun A _ => ?_
    change F A (e B).1 (e B).2 * (c⁻¹ * K A (e C).2 (e C).1) = _
    ring
  -- a one-sided inverse of a square matrix is two-sided
  have h1 : P * Q = 1 := by
    ext A B
    rw [hPQ, h, Matrix.one_apply]
    split_ifs <;> simp [hc]
  have h2 : Q * P = 1 := mul_eq_one_comm.mp h1
  have h3 := hQP (e.symm (i, j)) (e.symm (l, k))
  rw [h2] at h3
  simp only [Equiv.apply_symm_apply] at h3
  have h4 : ∑ A, F A i j * K A k l =
      c * (1 : Matrix ι ι ℂ) (e.symm (i, j)) (e.symm (l, k)) := by
    rw [h3, mul_inv_cancel_left₀ hc]
  rw [h4, Matrix.one_apply]
  simp
```

Setting $F_A=G_A$, $K_A=G_A^{-1}$ and $c=N$ gives

$$\sum_A(G_A)_{ij}(G_A^{-1})_{kl}=N\,\delta_{il}\delta_{jk}.$$

The index $i$ itself shows that $N\geq1$. The proof splits the trace condition into $A=B$, where the trace is $N$, and $A\neq B$, where `hG` applies. The `if` expression in the statement is $N$ times the product of Kronecker deltas.

A different model would keep an independent dual family $K_A$ throughout, as the previous lemma does. It would admit singular matrices, such as those with a single nonzero entry when $N\geq2$, but the diagonal trace would then have to be assumed.

```lean
/-- Fierz completeness relation: `N²` invertible, trace-orthogonal `N × N` matrices satisfy
`∑_A (G_A)_ij (G_A⁻¹)_kl = N δ_il δ_jk`. -/
theorem fierz_completeness (G : ι → (Matrix n n ℂ)ˣ) (hG : TraceOrthogonal G)
    (hcard : Fintype.card ι = Fintype.card n ^ 2) (i j k l : n) :
    ∑ A, (G A : Matrix n n ℂ) i j * (↑(G A)⁻¹ : Matrix n n ℂ) k l =
      if i = l ∧ j = k then (Fintype.card n : ℂ) else 0 := by
  have : Nonempty n := ⟨i⟩
  have hN : (Fintype.card n : ℂ) ≠ 0 := Nat.cast_ne_zero.mpr Fintype.card_ne_zero
  refine complete_of_biorthogonal (fun A => (G A : Matrix n n ℂ))
    (fun A => (↑(G A)⁻¹ : Matrix n n ℂ)) hN hcard (fun A B => ?_) i j k l
  by_cases hAB : A = B
  · subst hAB
    rw [if_pos rfl, Units.inv_mul, Matrix.trace_one]
  · rw [if_neg hAB]
    exact hG A B hAB
```

## Expanding an arbitrary matrix

Contract completeness with $M_{lk}$:

$$\sum_A\mathrm{tr}(G_A^{-1}M)(G_A)_{ij}=\sum_{k,l}M_{lk}\,N\delta_{il}\delta_{jk}=N\,M_{ij}.$$

Division by $N$ gives $M=\sum_A\mathrm{tr}(G_A^{-1}M)\,G_A/N$. The `calc` block for `key` writes out the trace, exchanges the sums and inserts completeness.

```lean
/-- Every `N × N` matrix `M` is `∑_A (tr(G_A⁻¹ M) / N) G_A`, for `N²` invertible,
trace-orthogonal matrices `G_A`. -/
theorem fierz_expansion (G : ι → (Matrix n n ℂ)ˣ) (hG : TraceOrthogonal G)
    (hcard : Fintype.card ι = Fintype.card n ^ 2) (M : Matrix n n ℂ) :
    M = ∑ A, (trace ((↑(G A)⁻¹ : Matrix n n ℂ) * M) / (Fintype.card n : ℂ)) •
      (G A : Matrix n n ℂ) := by
  ext i j
  have : Nonempty n := ⟨i⟩
  have hN : (Fintype.card n : ℂ) ≠ 0 := Nat.cast_ne_zero.mpr Fintype.card_ne_zero
  -- contract the completeness relation with `M`
  have key : ∑ A, trace ((↑(G A)⁻¹ : Matrix n n ℂ) * M) * (G A : Matrix n n ℂ) i j =
      M i j * (Fintype.card n : ℂ) := by
    calc _ = ∑ A, ∑ k, ∑ l, M l k *
          ((G A : Matrix n n ℂ) i j * (↑(G A)⁻¹ : Matrix n n ℂ) k l) := by
          refine Finset.sum_congr rfl fun A _ => ?_
          simp only [Matrix.trace, Matrix.diag_apply, Matrix.mul_apply, Finset.sum_mul]
          refine Finset.sum_congr rfl fun k _ => Finset.sum_congr rfl fun l _ => ?_
          ring
      _ = ∑ k, ∑ l, M l k * ∑ A,
          ((G A : Matrix n n ℂ) i j * (↑(G A)⁻¹ : Matrix n n ℂ) k l) := by
          simp only [Finset.mul_sum]
          rw [Finset.sum_comm]
          exact Finset.sum_congr rfl fun k _ => Finset.sum_comm
      _ = _ := by
          simp only [fierz_completeness G hG hcard]
          simp [ite_and]
  rw [Matrix.sum_apply, eq_comm, ← mul_div_cancel_right₀ (M i j) hN, ← key, Finset.sum_div]
  refine Finset.sum_congr rfl fun A _ => ?_
  rw [Matrix.smul_apply, smul_eq_mul]
  ring
```

## Exchanging the spinors

Let $u=Xb$ and $v=Yd$, and expand the matrix $uc^T$. Since $\mathrm{tr}(G_A^{-1}uc^T)=c^TG_A^{-1}u$, placing the expansion between $a^T$ and $v$ gives

$$(a^TXb)(c^TYd)=\frac1N\sum_A(a^TG_AYd)(c^TG_A^{-1}Xb).$$

In Lean, `φ` is the linear map $M\mapsto a^TMv$, and `htr` evaluates the trace. The product `⬝ᵥ` does not conjugate, so for Dirac bilinears $a$ and $c$ stand for the components of the adjoint spinors.

The components here are complex numbers. Passing to anticommuting fermion fields requires the sign from reordering them, which the theorem does not supply.

```lean
/-- Fierz rearrangement for commuting spinor components: a product of two bilinears `(a X b)(c Y d)`
is `1/N` times the sum of `(a G_A Y d)(c G_A⁻¹ X b)`, for `N²` invertible, trace-orthogonal
matrices `G_A` and `N ≥ 1`. -/
theorem fierz_rearrangement [Nonempty n] (G : ι → (Matrix n n ℂ)ˣ) (hG : TraceOrthogonal G)
    (hcard : Fintype.card ι = Fintype.card n ^ 2) (X Y : Matrix n n ℂ) (a b c d : n → ℂ) :
    (a ⬝ᵥ X *ᵥ b) * (c ⬝ᵥ Y *ᵥ d) = 1 / (Fintype.card n : ℂ) *
      ∑ A, (a ⬝ᵥ ((G A : Matrix n n ℂ) * Y) *ᵥ d) *
        (c ⬝ᵥ ((↑(G A)⁻¹ : Matrix n n ℂ) * X) *ᵥ b) := by
  simp only [← Matrix.mulVec_mulVec]
  generalize X *ᵥ b = u
  generalize Y *ᵥ d = v
  let φ : Matrix n n ℂ →ₗ[ℂ] ℂ :=
    { toFun := fun M => a ⬝ᵥ M *ᵥ v
      map_add' := fun M M' => by rw [Matrix.add_mulVec, dotProduct_add]
      map_smul' := fun r M => by rw [Matrix.smul_mulVec, dotProduct_smul]; rfl }
  have hφ : φ (vecMulVec u c) = (a ⬝ᵥ u) * (c ⬝ᵥ v) := by
    change a ⬝ᵥ (vecMulVec u c) *ᵥ v = _
    simp only [dotProduct, Matrix.mulVec, Matrix.vecMulVec_apply]
    rw [Finset.sum_mul_sum]
    refine Finset.sum_congr rfl fun i _ => ?_
    rw [Finset.mul_sum]
    exact Finset.sum_congr rfl fun j _ => by ring
  have htr : ∀ K : Matrix n n ℂ, trace (K * vecMulVec u c) = c ⬝ᵥ K *ᵥ u := by
    intro K
    simp only [Matrix.trace, Matrix.diag_apply, Matrix.mul_apply, Matrix.vecMulVec_apply,
      dotProduct, Matrix.mulVec, Finset.mul_sum]
    exact Finset.sum_congr rfl fun i _ => Finset.sum_congr rfl fun j _ => by ring
  -- expand the matrix `u cᵀ` in the basis `G_A`
  have h := congrArg φ (fierz_expansion G hG hcard (vecMulVec u c))
  rw [hφ, map_sum] at h
  rw [h, Finset.mul_sum]
  refine Finset.sum_congr rfl fun A _ => ?_
  rw [map_smul, htr, smul_eq_mul]
  change _ * (a ⬝ᵥ (G A : Matrix n n ℂ) *ᵥ v) = _
  ring
```

## The Pauli matrices

For $N=2$, take the identity and the three Pauli matrices.

```lean
/-- The identity (index 0) and the three Pauli matrices (indices 1, 2, 3). -/
def pauli : Fin 4 → Matrix (Fin 2) (Fin 2) ℂ :=
  ![1, !![0, 1; 1, 0], !![0, -Complex.I; Complex.I, 0], !![1, 0; 0, -1]]
```

Direct multiplication gives $\sigma_A^2=1$ for each of the four, which Lean checks entry by entry.

```lean
/-- The identity and the Pauli matrices each square to the identity. -/
theorem pauli_mul_self (A : Fin 4) : pauli A * pauli A = 1 := by
  fin_cases A <;> ext i j <;> fin_cases i <;> fin_cases j <;>
    simp [pauli, Matrix.mul_apply, Matrix.one_apply, Fin.sum_univ_two]
```

Each matrix is therefore its own inverse.

```lean
/-- The identity and the Pauli matrices as invertible matrices, each its own inverse. -/
def pauliUnit (A : Fin 4) : (Matrix (Fin 2) (Fin 2) ℂ)ˣ :=
  ⟨pauli A, pauli A, pauli_mul_self A, pauli_mul_self A⟩
```

The product of two different members is, up to a phase, a Pauli matrix, and so has trace zero. Lean evaluates the trace for every pair and confirms the count $4=2^2$.

```lean
/-- The identity and the Pauli matrices are trace-orthogonal, and their number is `2²`. -/
theorem traceOrthogonal_witness :
    TraceOrthogonal pauliUnit ∧ Fintype.card (Fin 4) = Fintype.card (Fin 2) ^ 2 := by
  refine ⟨fun A B hAB => ?_, by simp⟩
  change trace (pauli A * pauli B) = 0
  revert hAB
  fin_cases A <;> fin_cases B <;>
    simp [pauli, Matrix.trace_fin_two]
```

Completeness now gives $2\delta_{il}\delta_{jk}$ for the sum over all four matrices. Subtracting the identity's term leaves

$$\sum_{a=1}^3\sigma^a_{ij}\sigma^a_{kl}=2\delta_{il}\delta_{jk}-\delta_{ij}\delta_{kl}.$$

For two spins ½, this expresses the Heisenberg coupling $\sum_{a=1}^3\sigma^a\otimes\sigma^a$, with one factor acting on each spin, as twice the spin-swap operator minus the identity.

With components numbered 0 and 1, take $(i,j,k,l)=(0,1,1,0)$. The left side is $1\cdot1+(-i)(i)+0=2$, where $i$ inside the product is the imaginary unit, and the right side is $2-0$. For $(0,0,1,1)$, only $\sigma^3$ contributes, and both sides are $-1$.

In Lean, `a` runs over 0, 1, 2, and `a.succ` skips the identity at index 0. `Fin.sum_univ_succ` splits off that term.

```lean
/-- Fierz identity for the three Pauli matrices:
`∑_a σ^a_ij σ^a_kl = 2 δ_il δ_jk - δ_ij δ_kl`. -/
theorem pauli_fierz (i j k l : Fin 2) :
    ∑ a : Fin 3, pauli a.succ i j * pauli a.succ k l =
      2 * (if i = l ∧ j = k then 1 else 0) -
        (if i = j then 1 else 0) * (if k = l then 1 else 0) := by
  have h := fierz_completeness pauliUnit traceOrthogonal_witness.1
    traceOrthogonal_witness.2 i j k l
  change ∑ A : Fin 4, pauli A i j * pauli A k l = _ at h
  -- split off the identity matrix
  have h0 : pauli 0 = 1 := rfl
  rw [Fin.sum_univ_succ, h0, Matrix.one_apply, Matrix.one_apply, Fintype.card_fin] at h
  rw [eq_sub_iff_add_eq, add_comm, h]
  split_ifs <;> simp

end FierzRearrangement
```

```lean
#print axioms FierzRearrangement.fierz_rearrangement
#print axioms FierzRearrangement.pauli_fierz
```

```
'FierzRearrangement.fierz_rearrangement' depends on axioms: [propext, Classical.choice, Quot.sound]
'FierzRearrangement.pauli_fierz' depends on axioms: [propext, Classical.choice, Quot.sound]
```
